# Screening can lower the Coulomb energy of a neutral set of three point charges

Three fixed classical point charges 1, 1 and -2 sit at 0, 1 and 9 on an axis in three-dimensional space. In units where the Coulomb constant is 1, each pair contributes the product of its charges times `exp (-κ R) / R`, counted once and without self-energy. `strong_screening_can_lower` states that the positions are distinct, that the charges sum to zero, and that the energy at `κ = 1` is strictly below the unscreened energy at `κ = 0`. The attempt computes the three distances and writes each energy as three pair terms. It then bounds `exp (-1)` below 1/2, which puts the screened energy below 1/2, while the unscreened energy is 19/36.

The failing Lean file:

```lean
import Mathlib

open Filter Topology Finset

namespace StrongScreeningCanLower

noncomputable section

/-- Three-dimensional Euclidean space. -/
abbrev Space := EuclideanSpace ℝ (Fin 3)

variable {ι : Type*} [Fintype ι] [DecidableEq ι]

/-- The energy of point charges `q i` at distinct positions `r i`, interacting through the
screened Coulomb potential `exp (-κ R) / R`; each pair is counted once. -/
def screenedEnergy (q : ι → ℝ) (r : ι → Space) (κ : ℝ) : ℝ :=
  (1 / 2) * ∑ i, ∑ j ∈ univ.erase i,
    q i * q j * Real.exp (-(κ * dist (r i) (r j))) / dist (r i) (r j)

/-- The screened energy of three charges is the sum of its three pair terms. -/
theorem screenedEnergy_three (q : Fin 3 → ℝ) (r : Fin 3 → Space) (κ : ℝ) :
    screenedEnergy q r κ =
      q 0 * q 1 * Real.exp (-(κ * dist (r 0) (r 1))) / dist (r 0) (r 1)
      + q 0 * q 2 * Real.exp (-(κ * dist (r 0) (r 2))) / dist (r 0) (r 2)
      + q 1 * q 2 * Real.exp (-(κ * dist (r 1) (r 2))) / dist (r 1) (r 2) := by
  have e0 : univ.erase (0 : Fin 3) = {1, 2} := by decide
  have e1 : univ.erase (1 : Fin 3) = {0, 2} := by decide
  have e2 : univ.erase (2 : Fin 3) = {0, 1} := by decide
  unfold screenedEnergy
  rw [Fin.sum_univ_three, e0, e1, e2, Finset.sum_pair (show (1 : Fin 3) ≠ 2 by decide),
    Finset.sum_pair (show (0 : Fin 3) ≠ 2 by decide),
    Finset.sum_pair (show (0 : Fin 3) ≠ 1 by decide),
    dist_comm (r 1) (r 0), dist_comm (r 2) (r 0), dist_comm (r 2) (r 1)]
  ring

/-- Three points on the first coordinate axis, at 0, 1 and 9. -/
def trioPosition (i : Fin 3) : Space := !₂[(![0, 1, 9] : Fin 3 → ℝ) i, 0, 0]

/-- The distance of two points on the first coordinate axis is the difference of their
coordinates in absolute value. -/
theorem dist_on_axis (a b : ℝ) : dist (!₂[a, 0, 0] : Space) !₂[b, 0, 0] = |a - b| := by
  simp [EuclideanSpace.dist_eq, Fin.sum_univ_three, Real.dist_eq, Real.sqrt_sq_eq_abs]

/-- The charges 1, 1, -2 at the distinct points 0, 1, 9 of an axis are neutral, yet their
energy at `κ = 1` lies below the unscreened one. -/
theorem strong_screening_can_lower :
    Function.Injective trioPosition ∧ ∑ i, (![1, 1, -2] : Fin 3 → ℝ) i = 0 ∧
    screenedEnergy ![1, 1, -2] trioPosition 1 < screenedEnergy ![1, 1, -2] trioPosition 0 := by
  have h01 : dist (trioPosition 0) (trioPosition 1) = 1 :=
    (dist_on_axis _ _).trans (by norm_num)
  have h02 : dist (trioPosition 0) (trioPosition 2) = 9 :=
    (dist_on_axis _ _).trans (by norm_num)
  have h12 : dist (trioPosition 1) (trioPosition 2) = 8 :=
    (dist_on_axis _ _).trans (by norm_num)
  refine ⟨?_, by norm_num [Fin.sum_univ_three], ?_⟩
  · intro i j h
    have h0 : (![0, 1, 9] : Fin 3 → ℝ) i = (![0, 1, 9] : Fin 3 → ℝ) j :=
      congrArg (fun v : Space => v.ofLp 0) h
    clear h
    revert h0
    fin_cases i <;> fin_cases j <;> norm_num
  · have q0 : (![1, 1, -2] : Fin 3 → ℝ) 0 = 1 := rfl
    have q1 : (![1, 1, -2] : Fin 3 → ℝ) 1 = 1 := rfl
    have q2 : (![1, 1, -2] : Fin 3 → ℝ) 2 = -2 := rfl
    -- the repulsion of the close pair is more than halved
    have ha : Real.exp (-(1 * 1)) < 1 / 2 := by
      have h1 : Real.exp (-(1 * 1)) * Real.exp 1 = 1 := by
        rw [← Real.exp_add]
        norm_num
      have h2 := Real.add_one_lt_exp (one_ne_zero : (1 : ℝ) ≠ 0)
      nlinarith [Real.exp_pos (-(1 * 1))]
    rw [screenedEnergy_three, screenedEnergy_three, h01, h02, h12, q0, q1, q2]
    simp only [zero_mul, neg_zero, Real.exp_zero]
    linarith [Real.exp_pos (-(1 * 9)), Real.exp_pos (-(1 * 8))]

end

end StrongScreeningCanLower
```

Messages:

```
Main.lean:52:30: error: unsolved goals
h01 : dist (trioPosition 0) (trioPosition 1) = 1
⊢ |![0, 1, 9] 2| = 9
Main.lean:54:30: error: unsolved goals
h01 : dist (trioPosition 0) (trioPosition 1) = 1
h02 : dist (trioPosition 0) (trioPosition 2) = 9
⊢ |1 - ![0, 1, 9] 2| = 8
Main.lean:55:14: error: unsolved goals
h01 : dist (trioPosition 0) (trioPosition 1) = 1
h02 : dist (trioPosition 0) (trioPosition 2) = 9
h12 : dist (trioPosition 1) (trioPosition 2) = 8
⊢ 2 + ![1, 1, -2] 2 = 0
Main.lean:71:6: error: linarith failed to find a contradiction
h01 : dist (trioPosition 0) (trioPosition 1) = 1
h02 : dist (trioPosition 0) (trioPosition 2) = 9
h12 : dist (trioPosition 1) (trioPosition 2) = 8
q0 : ![1, 1, -2] 0 = 1
q1 : ![1, 1, -2] 1 = 1
q2 : ![1, 1, -2] 2 = -2
h1 : Real.exp (-(1 * 1)) * Real.exp 1 = 1
h2 : 1 + 1 < Real.exp 1
a✝ : 1 / 2 ≤ Real.exp (-(1 * 1))
⊢ False
failed
Main.lean:74:4: error: linarith failed to find a contradiction
case refine_2
h01 : dist (trioPosition 0) (trioPosition 1) = 1
h02 : dist (trioPosition 0) (trioPosition 2) = 9
h12 : dist (trioPosition 1) (trioPosition 2) = 8
q0 : ![1, 1, -2] 0 = 1
q1 : ![1, 1, -2] 1 = 1
q2 : ![1, 1, -2] 2 = -2
ha : Real.exp (-(1 * 1)) < 1 / 2
a✝ :
  1 * 1 * 1 / 1 + 1 * -2 * 1 / 9 + 1 * -2 * 1 / 8 ≤
    1 * 1 * Real.exp (-(1 * 1)) / 1 + 1 * -2 * Real.exp (-(1 * 9)) / 9 + 1 * -2 * Real.exp (-(1 * 8)) / 8
⊢ False
failed
```

The change, after which it compiles:

```diff
@@ -50,8 +50,16 @@
     (dist_on_axis _ _).trans (by norm_num)
   have h02 : dist (trioPosition 0) (trioPosition 2) = 9 :=
-    (dist_on_axis _ _).trans (by norm_num)
+    (dist_on_axis _ _).trans (by
+      show |(0 : ℝ) - 9| = 9
+      norm_num)
   have h12 : dist (trioPosition 1) (trioPosition 2) = 8 :=
-    (dist_on_axis _ _).trans (by norm_num)
-  refine ⟨?_, by norm_num [Fin.sum_univ_three], ?_⟩
+    (dist_on_axis _ _).trans (by
+      show |(1 : ℝ) - 9| = 8
+      norm_num)
+  have hsum : ∑ i, (![1, 1, -2] : Fin 3 → ℝ) i = 0 := by
+    rw [Fin.sum_univ_three]
+    show (1 : ℝ) + 1 + -2 = 0
+    norm_num
+  refine ⟨?_, hsum, ?_⟩
   · intro i j h
     have h0 : (![0, 1, 9] : Fin 3 → ℝ) i = (![0, 1, 9] : Fin 3 → ℝ) j :=
@@ -69,8 +77,16 @@
         norm_num
       have h2 := Real.add_one_lt_exp (one_ne_zero : (1 : ℝ) ≠ 0)
-      nlinarith [Real.exp_pos (-(1 * 1))]
+      have h3 := mul_lt_mul_of_pos_left h2 (Real.exp_pos (-(1 * 1)))
+      rw [h1] at h3
+      generalize Real.exp (-(1 * 1)) = a at h3 ⊢
+      linarith
     rw [screenedEnergy_three, screenedEnergy_three, h01, h02, h12, q0, q1, q2]
     simp only [zero_mul, neg_zero, Real.exp_zero]
-    linarith [Real.exp_pos (-(1 * 9)), Real.exp_pos (-(1 * 8))]
+    have hb := Real.exp_pos (-(1 * 9))
+    have hc := Real.exp_pos (-(1 * 8))
+    generalize Real.exp (-(1 * 1)) = a at ha ⊢
+    generalize Real.exp (-(1 * 9)) = b at hb ⊢
+    generalize Real.exp (-(1 * 8)) = c at hc ⊢
+    linarith
 
 end
```

The first three errors have one cause: `norm_num` leaves the vector entry at index 2 unevaluated, as in `![0, 1, 9] 2`, so the arithmetic cannot finish. Each `show` restates the goal with the actual number, which is equal by definition, and `norm_num` then closes it. Moving the charge sum into `hsum` is in itself tidying.

The other two errors are not due to missing mathematics. For the bound on `Real.exp (-(1 * 1))`, multiplying `h2` by this positive exponential and using `h1` is enough; for the final inequality, `ha` and the positivity of the other two exponentials suffice linearly. The repair states the product explicitly as `h3`, and in both places `generalize` replaces the exponentials by plain variables before `linarith`, which then succeeds. In the final inequality the facts are otherwise the same, so the obstacle there lay in how `linarith` handled the exponential terms; the messages do not show which internal step failed. Naming `hb` and `hc` lets `generalize` act on those facts too.
